# Polarization-independent single-scattering K-edge EXAFS for clusters with tetrahedral rotation symmetry about the absorber

In a single-scattering EXAFS calculation at the K edge, in the dipole approximation, a shell of $N$ like neighbours around a cubic or tetrahedral site can be given the weight $N$, whatever the direction of the X-ray polarization. The Lean file below proves this with the plane-wave polarization factor $3\cos^2\theta$, where $\theta$ is the angle between the polarization and the bond, for every finite cluster of scatterers away from the origin that is closed under the threefold rotation $(x,y,z)\to(y,z,x)$ and the twofold rotation $(x,y,z)\to(x,-y,-z)$, with a scattering amplitude that depends on distance only.

```lean
import Mathlib

open Matrix

namespace KEdgePolarization

noncomputable section

/-- Positions and polarizations are vectors in real three-dimensional space. -/
abbrev Vec := Fin 3 → ℝ

/-- The threefold rotation (x, y, z) → (y, z, x). -/
def threeFold (R : Vec) : Vec := ![R 1, R 2, R 0]

/-- The twofold rotation (x, y, z) → (x, -y, -z). -/
def twoFold (R : Vec) : Vec := ![R 0, -R 1, -R 2]

/-- A finite cluster is closed under the threefold and the twofold rotation. -/
def TetrahedralSymmetric (S : Finset Vec) : Prop :=
  (∀ R ∈ S, threeFold R ∈ S) ∧ (∀ R ∈ S, twoFold R ∈ S)

/-- The distance from the absorber at the origin to the scatterer at `R`. -/
def pathLength (R : Vec) : ℝ := √(R ⬝ᵥ R)

/-- The K-edge polarization factor, three times the squared cosine of the angle between
the unit polarization `e` and the scatterer position `R`, for `R ≠ 0`. -/
def kFactor (e R : Vec) : ℝ := 3 * (e ⬝ᵥ R) ^ 2 / (R ⬝ᵥ R)

/-- The polarized single-scattering K-edge signal at fixed wavenumber, for scatterers at
nonzero positions whose amplitude `A` depends on distance only. -/
def exafs (S : Finset Vec) (A : ℝ → ℝ) (e : Vec) : ℝ :=
  ∑ R ∈ S, A (pathLength R) * kFactor e R

/-- The amplitude-weighted second moment of the bond directions, for scatterers at
nonzero positions. -/
def pathTensor (S : Finset Vec) (A : ℝ → ℝ) (i j : Fin 3) : ℝ :=
  ∑ R ∈ S, A (pathLength R) * (R i * R j) / (R ⬝ᵥ R)

/-- The polarized signal is a quadratic form in the polarization, given by the path tensor. -/
theorem exafs_eq_tensor (S : Finset Vec) (A : ℝ → ℝ) (e : Vec) :
    exafs S A e = 3 * ∑ i, ∑ j, e i * e j * pathTensor S A i j := by
  simp only [Fin.sum_univ_three, exafs, pathTensor, Finset.mul_sum,
    ← Finset.sum_add_distrib]
  refine Finset.sum_congr rfl fun R _ => ?_
  simp only [kFactor, dotProduct, Fin.sum_univ_three]
  ring

/-- The signal has the same value `c` for every unit polarization exactly when the path
tensor is `c / 3` times the identity. -/
theorem exafs_isotropic_iff (S : Finset Vec) (A : ℝ → ℝ) (c : ℝ) :
    (∀ e : Vec, e ⬝ᵥ e = 1 → exafs S A e = c) ↔
      ∀ i j, pathTensor S A i j = if i = j then c / 3 else 0 := by
  constructor
  · intro H
    have comm : ∀ i j, pathTensor S A i j = pathTensor S A j i := fun i j =>
      Finset.sum_congr rfl fun R _ => by rw [mul_comm (R i)]
    have key : ∀ x y z : ℝ, x * x + y * y + z * z = 1 →
        3 * ((x * x * pathTensor S A 0 0 + x * y * pathTensor S A 0 1
            + x * z * pathTensor S A 0 2)
          + (y * x * pathTensor S A 1 0 + y * y * pathTensor S A 1 1
            + y * z * pathTensor S A 1 2)
          + (z * x * pathTensor S A 2 0 + z * y * pathTensor S A 2 1
            + z * z * pathTensor S A 2 2)) = c := by
      intro x y z hxyz
      have h := H ![x, y, z] (by
        simp only [dotProduct, Fin.sum_univ_three]
        exact hxyz)
      rw [exafs_eq_tensor] at h
      simp only [Fin.sum_univ_three] at h
      exact h
    -- polarizations along the axes, then tilted within each coordinate plane
    have hx := key 1 0 0 (by norm_num)
    have hy := key 0 1 0 (by norm_num)
    have hz := key 0 0 1 (by norm_num)
    have hxy := key (3 / 5) (4 / 5) 0 (by norm_num)
    have hxz := key (3 / 5) 0 (4 / 5) (by norm_num)
    have hyz := key 0 (3 / 5) (4 / 5) (by norm_num)
    have c01 := comm 0 1
    have c02 := comm 0 2
    have c12 := comm 1 2
    intro i j
    fin_cases i <;> fin_cases j <;> simp <;> linarith
  · intro h e he
    rw [exafs_eq_tensor]
    simp only [h, mul_ite, mul_zero, Finset.sum_ite_eq, Finset.mem_univ, if_true]
    simp only [dotProduct, Fin.sum_univ_three] at he ⊢
    linear_combination c * he

/-- An injective, length-preserving map that sends the cluster into itself leaves the path
tensor unchanged. -/
theorem pathTensor_symm (S : Finset Vec) (A : ℝ → ℝ) (g : Vec → Vec)
    (hg : Function.Injective g) (hS : ∀ R ∈ S, g R ∈ S)
    (hiso : ∀ R, g R ⬝ᵥ g R = R ⬝ᵥ R) (i j : Fin 3) :
    ∑ R ∈ S, A (pathLength R) * (g R i * g R j) / (R ⬝ᵥ R) = pathTensor S A i j := by
  classical
  -- the map permutes the finite cluster
  have him : S.image g = S :=
    Finset.eq_of_subset_of_card_le (Finset.image_subset_iff.2 hS)
      (by rw [Finset.card_image_of_injective S hg])
  have h := Finset.sum_image (f := fun R : Vec => A (pathLength R) * (R i * R j) / (R ⬝ᵥ R))
    (hg.injOn (s := (S : Set Vec)))
  rw [him] at h
  simp only [pathLength, hiso] at h
  simp only [pathTensor, pathLength]
  exact h.symm

/-- For scatterers away from the origin, the two rotational symmetries make the path tensor
one third of the summed amplitude times the identity. -/
theorem pathTensor_isotropic (S : Finset Vec) (A : ℝ → ℝ) (hS : TetrahedralSymmetric S)
    (h0 : (0 : Vec) ∉ S) (i j : Fin 3) :
    pathTensor S A i j = if i = j then (∑ R ∈ S, A (pathLength R)) / 3 else 0 := by
  have inj3 : Function.Injective threeFold := by
    intro a b h
    have e0 : a 1 = b 1 := congrFun h 0
    have e1 : a 2 = b 2 := congrFun h 1
    have e2 : a 0 = b 0 := congrFun h 2
    ext k
    fin_cases k
    exacts [e2, e0, e1]
  have inj2 : Function.Injective twoFold := by
    intro a b h
    have e0 : a 0 = b 0 := congrFun h 0
    have e1 : -a 1 = -b 1 := congrFun h 1
    have e2 : -a 2 = -b 2 := congrFun h 2
    ext k
    fin_cases k
    exacts [e0, neg_injective e1, neg_injective e2]
  have c := pathTensor_symm S A threeFold inj3 hS.1 (fun R => by
    simp [threeFold, dotProduct, Fin.sum_univ_three]; ring)
  have t := pathTensor_symm S A twoFold inj2 hS.2 (fun R => by
    simp [twoFold, dotProduct, Fin.sum_univ_three])
  -- the twofold rotation reverses the sign of the entries 01 and 02
  have hneg : ∀ k, (∀ R, twoFold R k = -R k) → pathTensor S A 0 k = 0 := by
    intro k hk
    have h : ∑ R ∈ S, A (pathLength R) * (twoFold R 0 * twoFold R k) / (R ⬝ᵥ R)
        = -pathTensor S A 0 k := by
      rw [pathTensor, ← Finset.sum_neg_distrib]
      refine Finset.sum_congr rfl fun R _ => ?_
      rw [hk R, show twoFold R 0 = R 0 from rfl]
      ring
    linarith [t 0 k]
  have h01 := hneg 1 (fun _ => rfl)
  have h02 := hneg 2 (fun _ => rfl)
  -- the threefold rotation permutes the axes
  have h11 : pathTensor S A 1 1 = pathTensor S A 0 0 := c 0 0
  have h22 : pathTensor S A 2 2 = pathTensor S A 1 1 := c 1 1
  have h12 : pathTensor S A 1 2 = pathTensor S A 0 1 := c 0 1
  have comm : ∀ k l, pathTensor S A k l = pathTensor S A l k := fun k l =>
    Finset.sum_congr rfl fun R _ => by rw [mul_comm (R k)]
  have c01 := comm 0 1
  have c02 := comm 0 2
  have c12 := comm 1 2
  have tr : pathTensor S A 0 0 + pathTensor S A 1 1 + pathTensor S A 2 2
      = ∑ R ∈ S, A (pathLength R) := by
    simp only [pathTensor, ← Finset.sum_add_distrib]
    refine Finset.sum_congr rfl fun R hR => ?_
    have hne : R ⬝ᵥ R ≠ 0 := fun h => h0 (dotProduct_self_eq_zero.1 h ▸ hR)
    rw [← add_div, ← add_div, div_eq_iff hne]
    simp only [dotProduct, Fin.sum_univ_three]
    ring
  fin_cases i <;> fin_cases j <;> simp <;> linarith

/-- For a cluster of scatterers away from the origin that is closed under the two rotations,
the K-edge signal equals the summed amplitude for every unit polarization. -/
theorem exafs_isotropic (S : Finset Vec) (A : ℝ → ℝ) (hS : TetrahedralSymmetric S)
    (h0 : (0 : Vec) ∉ S) (e : Vec) (he : e ⬝ᵥ e = 1) :
    exafs S A e = ∑ R ∈ S, A (pathLength R) :=
  (exafs_isotropic_iff S A _).2 (pathTensor_isotropic S A hS h0) e he

/-- For a shell of unit vectors closed under the two rotations, the polarization factors
add up to the number of neighbours for every unit polarization. -/
theorem shell_sum_eq_card (S : Finset Vec) (hS : TetrahedralSymmetric S)
    (hu : ∀ u ∈ S, u ⬝ᵥ u = 1) (e : Vec) (he : e ⬝ᵥ e = 1) :
    ∑ u ∈ S, 3 * (e ⬝ᵥ u) ^ 2 = (S.card : ℝ) := by
  have h0 : (0 : Vec) ∉ S := fun h => by simpa using hu 0 h
  calc ∑ u ∈ S, 3 * (e ⬝ᵥ u) ^ 2 = exafs S (fun _ => 1) e :=
        Finset.sum_congr rfl fun u h => by rw [kFactor, hu u h, div_one, one_mul]
    _ = ∑ _u ∈ S, (1 : ℝ) := exafs_isotropic S _ hS h0 e he
    _ = (S.card : ℝ) := by simp

/-- Four neighbours at alternate corners of a cube. -/
def tetrahedron : Finset Vec := {![1, 1, 1], ![1, -1, -1], ![-1, 1, -1], ![-1, -1, 1]}

/-- Six neighbours on the coordinate axes. -/
def octahedron : Finset Vec :=
  {![1, 0, 0], ![-1, 0, 0], ![0, 1, 0], ![0, -1, 0], ![0, 0, 1], ![0, 0, -1]}

/-- Eight neighbours at the corners of a cube. -/
def cube : Finset Vec :=
  {![1, 1, 1], ![1, -1, -1], ![-1, 1, -1], ![-1, -1, 1],
    ![-1, -1, -1], ![-1, 1, 1], ![1, -1, 1], ![1, 1, -1]}

/-- The tetrahedral, octahedral and cubic shells are closed under the two rotations, and
their squared radii are 3, 1 and 3. -/
theorem shells_witness :
    (TetrahedralSymmetric tetrahedron ∧ ∀ R ∈ tetrahedron, R ⬝ᵥ R = 3) ∧
    (TetrahedralSymmetric octahedron ∧ ∀ R ∈ octahedron, R ⬝ᵥ R = 1) ∧
    (TetrahedralSymmetric cube ∧ ∀ R ∈ cube, R ⬝ᵥ R = 3) := by
  refine ⟨⟨?_, ?_⟩, ⟨?_, ?_⟩, ⟨?_, ?_⟩⟩ <;>
    simp [TetrahedralSymmetric, tetrahedron, octahedron, cube, threeFold, twoFold,
      dotProduct, Fin.sum_univ_three] <;>
    norm_num

/-- Two neighbours at unit distance on opposite sides along z. -/
def axialPair : Finset Vec := {![0, 0, 1], ![0, 0, -1]}

/-- The axial pair is closed under the twofold rotation, yet its signal is six times the
amplitude at unit distance for polarization along z and zero for polarization along x. -/
theorem axialPair_anisotropic (A : ℝ → ℝ) :
    (∀ R ∈ axialPair, twoFold R ∈ axialPair) ∧
    exafs axialPair A ![0, 0, 1] = 6 * A 1 ∧ exafs axialPair A ![1, 0, 0] = 0 := by
  have hne : (![0, 0, 1] : Vec) ≠ ![0, 0, -1] := by
    intro h
    have h2 : (1 : ℝ) = -1 := congrFun h 2
    norm_num at h2
  refine ⟨?_, ?_, ?_⟩
  · simp [axialPair, twoFold]
  · rw [exafs, axialPair, Finset.sum_pair hne]
    simp [kFactor, pathLength, dotProduct, Fin.sum_univ_three]
    ring
  · rw [exafs, axialPair, Finset.sum_pair hne]
    simp [kFactor, dotProduct, Fin.sum_univ_three]

end

end KEdgePolarization
```

```lean
#print axioms KEdgePolarization.exafs_isotropic
#print axioms KEdgePolarization.shell_sum_eq_card
#print axioms KEdgePolarization.axialPair_anisotropic
```

```
'KEdgePolarization.exafs_isotropic' depends on axioms: [propext, Classical.choice, Quot.sound]
'KEdgePolarization.shell_sum_eq_card' depends on axioms: [propext, Classical.choice, Quot.sound]
'KEdgePolarization.axialPair_anisotropic' depends on axioms: [propext, Classical.choice, Quot.sound]
```

## The signal and its isotropy

The absorber sits at the origin. A scatterer position $R=(R_0,R_1,R_2)$ and a polarization $e$ are real 3-vectors, of type `Vec`, with components numbered from 0 as in Lean. The cluster $S$ is a `Finset Vec`, so it is finite and each position occurs at most once. The signal `exafs S A e` is

$$\chi(e)=\sum_{R\in S}A(|R|)\,\frac{3(e\cdot R)^2}{R\cdot R},$$

where $|R|=\sqrt{R\cdot R}$ is `pathLength R` and $A$ is an arbitrary real function of distance.

The condition `TetrahedralSymmetric S` says that $S$ is mapped into itself by $(x,y,z)\to(y,z,x)$ and by $(x,y,z)\to(x,-y,-z)$. The first is a rotation by a third of a turn about the cube diagonal, the second a half turn about the $x$ axis. Together they generate the twelve rotations of a tetrahedron, which are also symmetries of the octahedron and the cube.

The main theorem, `exafs_isotropic`, states that if $S$ has this symmetry and does not contain the origin, then for every $e$ with $e\cdot e=1$

$$\chi(e)=\sum_{R\in S}A(|R|).$$

The origin is excluded because a scatterer there has no direction: Lean's division by zero would give it no signal, while the right-hand side would still count $A(0)$.

For a shell of unit vectors $u$ with the same symmetry, taking $A=1$, `shell_sum_eq_card` gives $\sum_u 3(e\cdot u)^2=N$ for every unit vector $e$, where $N$ is `S.card`.

## The physics in the polarization factor

The factor $3\cos^2\theta$, with $\theta$ the angle between $e$ and $R$, is taken as the definition `kFactor`. It stands for a dipole transition out of an s level. The photoelectron leaves as a p wave oriented along $e$, so its amplitude towards a neighbour is proportional to $\cos\theta$, and the returning wave contributes a second $\cos\theta$. The 3 makes the average over all directions equal to 1. This is the plane-wave form of the factor; curved-wave corrections at short distances are left out.

The wavenumber is fixed, so $A$ can absorb the backscattering strength, the phase, the damping and the $1/R^2$ decay. Since $A$ sees only the distance, two different elements at the same distance do not fit the model. Nor do multiple-scattering paths, and a thermally displaced snapshot generally loses the required closure. A real $e$ describes linear polarization.

## From a quadratic form to a constant

Define the path tensor

$$T_{ij}=\sum_{R\in S}A(|R|)\,\frac{R_iR_j}{R\cdot R}.$$

Expanding $(e\cdot R)^2=\sum_{ij}e_ie_jR_iR_j$ and exchanging the finite sums gives

$$\chi(e)=3\sum_{ij}e_ie_jT_{ij}.$$

This is `exafs_eq_tensor`. Its proof merges the sums into one over $R$, compares the terms with `Finset.sum_congr`, and leaves the algebra to `ring`.

Next, $\chi(e)=c$ for all unit $e$ exactly when $T_{ij}=(c/3)\delta_{ij}$, which is `exafs_isotropic_iff`. If $T$ has that form, then $\chi(e)=3\,(c/3)\sum_i e_i^2=c$. In Lean, `linear_combination c * he` uses the normalization of $e$ at this point.

For the converse, polarizations along the three axes give $3T_{00}=3T_{11}=3T_{22}=c$. The unit vector $(3/5,4/5,0)$ then gives

$$3\left(\tfrac{9}{25}T_{00}+\tfrac{16}{25}T_{11}+\tfrac{24}{25}T_{01}\right)=c.$$

The diagonal terms already add up to $c$, so $T_{01}=0$. The same tilt in the other two coordinate planes removes $T_{02}$ and $T_{12}$. The proof obtains these six equations from `key`, adds the symmetry $T_{ij}=T_{ji}$, and closes all nine entries with `linarith`. No symmetry of the cluster is assumed here, so within this single-scattering model six tensor entries decide whether any finite cluster is isotropic at the given wavenumber.

## What the two rotations do to the tensor

Let $g$ be either rotation. It permutes the scatterers and preserves their distances, so relabelling the sum gives

$$\sum_{R\in S}A(|R|)\,\frac{g(R)_i\,g(R)_j}{R\cdot R}=T_{ij}.$$

This is `pathTensor_symm`, and `pathTensor_isotropic` applies it to both rotations.

- For the twofold rotation, $g(R)_0=R_0$, while $g(R)_1=-R_1$ and $g(R)_2=-R_2$. Hence $T_{01}=-T_{01}$ and $T_{02}=-T_{02}$, and both vanish. This is the step `hneg`.
- For the threefold rotation, $g(R)=(R_1,R_2,R_0)$. The entries $00$, $11$ and $01$ of the identity read $T_{11}=T_{00}$, $T_{22}=T_{11}$ and $T_{12}=T_{01}=0$. These are `h11`, `h22` and `h12`.

The trace fixes the remaining number. Since every $R$ is nonzero,

$$T_{00}+T_{11}+T_{22}=\sum_{R\in S}A(|R|)\,\frac{R\cdot R}{R\cdot R}=\sum_{R\in S}A(|R|).$$

Each diagonal entry is therefore a third of the summed amplitude. With $c=\sum_{R\in S} A(|R|)$, the criterion of `exafs_isotropic_iff` yields the main theorem. For unit vectors and $A=1$, every denominator is 1 and the right-hand side counts the neighbours.

## Why closure already means permutation

`TetrahedralSymmetric` asks only that each rotated scatterer lies in $S$. The relabelling needs more: every scatterer must also be the image of one. Mathlib's `Finset.eq_of_subset_of_card_le` supplies this by counting. It says that a finite set contained in another, and having at least as many elements, is equal to it.

Here the smaller set is `S.image g`. Closure puts it inside $S$, and injectivity of $g$ gives it the same number of elements, so `S.image g = S`. Then `Finset.sum_image` turns a sum over the image into a sum over $S$ with $g(R)$ in place of $R$. The inverse rotation never has to be mentioned. For an infinite set the counting argument fails, as the map $n\to n+1$ on the natural numbers shows.

## Three symmetric shells and an axial pair

The theorem `shells_witness` confirms that the listed tetrahedral, octahedral and cubic shells satisfy the symmetry condition. Their squared radii are 3, 1 and 3, so the octahedral positions are unit vectors, while the other two sets become unit vectors after division by $\sqrt3$. The main theorem applies to all three as they stand, because the signal divides by $R\cdot R$. Counting the listed positions by hand then gives the signals $4A(\sqrt3)$, $6A(1)$ and $8A(\sqrt3)$.

The axial pair $(0,0,\pm1)$ is closed under the twofold rotation but not under the threefold one. By `axialPair_anisotropic`, its signal is $6A(1)$ for polarization along $z$ and $0$ along $x$. Whenever $A(1)\neq0$ these differ, so closure under the twofold rotation alone does not make the signal isotropic.
